# Two periods of a long enough layer sequence force their greatest common divisor as a period

Suppose the list of species in a finite stretch of layers repeats under two different shifts. Does it also repeat under their greatest common divisor? The problems below give a length that guarantees this, and show that one layer fewer does not when neither shift divides the other. A periodically repeated supercell is different: there the shifts wrap around, and no length condition is needed. Each layer carries a single species label; atomic positions, lateral registry and energies don't enter.

The layers are numbered from 0, and $w_i$ is the species of layer $i$, drawn from any set $S$.

```lean
import Mathlib

namespace LayeredPeriods

variable {S : Type*}
```

The first $N$ layers have period $p$ if $w_i=w_{i+p}$ whenever $i+p<N$. In Lean, `w : ℕ → S` labels all natural numbers, but `HasPeriod w N p` compares only layers inside the film. The ends are open, with no wrap-around. Period 0 always holds, and so does any $p\ge N$, since there is then nothing to compare.

```lean
/-- The first `N` layers of the stacking `w` have period `p`: layers `i` and `i + p` carry
the same species whenever both lie among the first `N`. -/
def HasPeriod (w : ℕ → S) (N p : ℕ) : Prop :=
  ∀ i, i + p < N → w i = w (i + p)
```

## (a) Multiples of a period

Let $p$ be a period of $N$ layers. Show for every $k\ge0$ that
$$w_i=w_{i+kp}\quad\text{if } i+kp<N.$$

**Solution.** Use induction on $k$. The case $k=0$ is trivial. If $i+(k+1)p<N$, then also $i+kp<N$, so $w_i=w_{i+kp}=w_{i+(k+1)p}$. The Lean proof is the same induction.

```lean
/-- Every multiple of a period of a finite stacking is again a period. -/
theorem HasPeriod.mul {w : ℕ → S} {N p : ℕ} (h : HasPeriod w N p) (k : ℕ) :
    HasPeriod w N (k * p) := by
  induction k with
  | zero => intro i _; simp
  | succ k ih =>
    intro i hi
    have e : i + (k + 1) * p = i + k * p + p := by ring
    rw [e] at hi ⊢
    exact (ih i (Nat.lt_of_le_of_lt (Nat.le_add_right _ _) hi)).trans (h _ hi)
```

## (b) The difference of two periods

Let $L+m$ layers have periods $m$ and $d+m$. Show that
$$w_i=w_{i+d}\quad\text{if } i+d<L.$$

**Solution.** Layer $i+d+m$ lies in the film. Going up by $d+m$ and down by $m$ gives $w_i=w_{i+d+m}=w_{i+d}$. These two equalities are `h1` and `h2`.

```lean
/-- If `L + m` layers have periods `m` and `d + m`, then the first `L` layers have the
difference `d` as a period. -/
theorem HasPeriod.reduce {w : ℕ → S} {L m d : ℕ} (hm : HasPeriod w (L + m) m)
    (hn : HasPeriod w (L + m) (d + m)) : HasPeriod w L d := by
  intro i hi
  have h1 := hn i (by omega)
  have h2 := hm (i + d) (by omega)
  rw [show i + d + m = i + (d + m) by omega] at h2
  exact h1.trans h2.symm
```

## (c) Carrying a period to further layers

Let $L+m$ layers have period $m\le L$, and let the first $L$ have a period $g$ that divides $m$. Show that
$$w_i=w_{i+g}\quad\text{if } i+g<L+m.$$

**Solution.** Lean splits into the same three cases.

- If $i+g<L$, the claim is given.
- If $i<L\le i+g$, then $m>0$, so $m=(c+1)g$ for some $c\ge0$. Put $j=i+g-m=i-cg$, which is non-negative because $i+g\ge L\ge m$. Period $m$ gives $w_{i+g}=w_j$, and (a) gives $w_j=w_{j+cg}=w_i$.
- If $i\ge L$, put $j=i-m\ge0$. Then $j+g<L$, and $w_i=w_j=w_{j+g}=w_{i+g}$.

```lean
/-- Let `L + m` layers have period `m`, with `m ≤ L`. A period `g` of the first `L` layers
that divides `m` is a period of all `L + m` layers. -/
theorem HasPeriod.extend {w : ℕ → S} {L m g : ℕ} (hm : HasPeriod w (L + m) m)
    (hg : HasPeriod w L g) (hgm : g ∣ m) (hL : m ≤ L) : HasPeriod w (L + m) g := by
  intro i hi
  by_cases h : i + g < L
  · exact hg i h
  by_cases hiL : i < L
  · -- Only the upper layer is new: fold it back by `m`, then climb in steps of `g`.
    obtain ⟨k, hk⟩ := hgm
    cases k with
    | zero =>
      have h0 : m = 0 := by simpa using hk
      exact hg i (by omega)
    | succ c =>
      have hk' : m = c * g + g := by rw [hk]; ring
      obtain ⟨j, hj⟩ : ∃ j, i = j + c * g := ⟨i - c * g, by omega⟩
      have h1 := hg.mul c j (by omega)
      have h2 := hm j (by omega)
      rw [← hj] at h1
      rw [show j + m = i + g by omega] at h2
      exact h1.symm.trans h2
  · -- Both layers are new: fold both back by `m`.
    obtain ⟨j, rfl⟩ : ∃ j, i = j + m := ⟨i - m, by omega⟩
    have h1 := hm j (by omega)
    have h2 := hm (j + g) (by omega)
    have h3 := hg j (by omega)
    rw [show j + g + m = j + m + g by omega] at h2
    exact h1.symm.trans (h3.trans h2)
```

## (d) The greatest common divisor as a period

Let $N$ layers have periods $m$ and $n$, put $g=\gcd(m,n)$, and let $N\ge m+n-g$. Show that
$$w_i=w_{i+g}\quad\text{if } i+g<N.$$

**Solution.** Use induction on $m+n$. If $m=0$, $n=0$ or $m=n$, then $g$ is one of the given periods. Otherwise take $m<n$ by symmetry and write $n=d+m$, so that $g=\gcd(m,d)\le d$. Then $N\ge 2m+d-g\ge2m$, and $L=N-m$ satisfies $L\ge m$ and $L\ge m+d-g$.

The first $L$ layers inherit period $m$ and have period $d$ by (b). Since $m+d<m+n$, the induction hypothesis gives them period $g$, and (c) carries it to all $N$ layers.

In Lean, `key` runs the induction through a bound `k` on $m+n$, and `half` is the step for $m<n$. The length condition `hN` is written as a sum to avoid subtraction. Positive periods are not required.

The length condition matters: the three layers ABA have periods 2 and 3, the latter with nothing to compare, but not period 1. Four layers would be enough.

```lean
/-- **Fine–Wilf theorem** for layered structures: if `N` layers have periods `m` and `n`, and
`N` is at least `m + n - gcd m n`, then they have period `gcd m n`. -/
theorem hasPeriod_gcd {w : ℕ → S} {N m n : ℕ} (hm : HasPeriod w N m)
    (hn : HasPeriod w N n) (hN : m + n ≤ N + Nat.gcd m n) :
    HasPeriod w N (Nat.gcd m n) := by
  have key : ∀ k m n N : ℕ, m + n ≤ k → HasPeriod w N m → HasPeriod w N n →
      m + n ≤ N + Nat.gcd m n → HasPeriod w N (Nat.gcd m n) := by
    intro k
    induction k with
    | zero =>
      intro m n N hk hm hn _
      have h0 : m = 0 := by omega
      subst h0
      simpa using hn
    | succ k ih =>
      -- One step of Euclid's algorithm, for `m < n`.
      have half : ∀ m n N : ℕ, m + n ≤ k + 1 → 0 < m → m < n → HasPeriod w N m →
          HasPeriod w N n → m + n ≤ N + Nat.gcd m n → HasPeriod w N (Nat.gcd m n) := by
        intro m n N hk h0 hlt hm hn hN
        obtain ⟨d, rfl⟩ : ∃ d, n = d + m := ⟨n - m, by omega⟩
        have hg : Nat.gcd m (d + m) = Nat.gcd m d := by simp
        rw [hg] at hN ⊢
        have hd : Nat.gcd m d ≤ d := Nat.le_of_dvd (by omega) (Nat.gcd_dvd_right m d)
        obtain ⟨L, rfl⟩ : ∃ L, N = L + m := ⟨N - m, by omega⟩
        have hL : HasPeriod w L m := fun i hi => hm i (by omega)
        exact hm.extend (ih m d L (by omega) hL (hm.reduce hn) (by omega))
          (Nat.gcd_dvd_left m d) (by omega)
      intro m n N hk hm hn hN
      rcases Nat.eq_zero_or_pos m with rfl | hm0
      · simpa using hn
      rcases Nat.eq_zero_or_pos n with rfl | hn0
      · simpa using hm
      rcases lt_trichotomy m n with h | rfl | h
      · exact half m n N hk hm0 h hm hn hN
      · simpa using hm
      · have h' := half n m N (by omega) hn0 h hn hm (by rw [Nat.gcd_comm]; omega)
        rwa [Nat.gcd_comm] at h'
  exact key (m + n) m n N le_rfl hm hn hN
```

## (e) Two conditions replaced by one

Under the same length condition, show that
$$\text{periods } m \text{ and } n\iff\text{period }\gcd(m,n).$$

**Solution.** The forward direction is (d). Conversely, $m$ and $n$ are multiples of their greatest common divisor, so (a) applies; this direction works at any length.

```lean
/-- For a film of at least `m + n - gcd m n` layers, having both periods `m` and `n` is
equivalent to having the single period `gcd m n`. -/
theorem hasPeriod_and_iff_gcd {w : ℕ → S} {N m n : ℕ} (hN : m + n ≤ N + Nat.gcd m n) :
    (HasPeriod w N m ∧ HasPeriod w N n) ↔ HasPeriod w N (Nat.gcd m n) := by
  constructor
  · rintro ⟨hm, hn⟩
    exact hasPeriod_gcd hm hn hN
  · intro h
    have h1 := h.mul (m / Nat.gcd m n)
    have h2 := h.mul (n / Nat.gcd m n)
    rw [Nat.div_mul_cancel (Nat.gcd_dvd_left m n)] at h1
    rw [Nat.div_mul_cancel (Nat.gcd_dvd_right m n)] at h2
    exact ⟨h1, h2⟩
```

## (f) Coprime periods

Let $\gcd(m,n)=1$ and $N\ge m+n-1$, with both periods present. Show that
$$w_i=w_0\quad\text{for all } i<N.$$

**Solution.** By (d) the film has period 1. Apply (a) to layer 0 with $k=i$.

```lean
/-- If a film of at least `m + n - 1` layers has coprime periods `m` and `n`, all its layers
carry the same species. -/
theorem uniform_of_coprime {w : ℕ → S} {N m n : ℕ} (hc : Nat.gcd m n = 1)
    (hm : HasPeriod w N m) (hn : HasPeriod w N n) (hN : m + n ≤ N + 1) :
    ∀ i < N, w i = w 0 := by
  intro i hi
  have h := hasPeriod_gcd hm hn (by rw [hc]; exact hN)
  rw [hc] at h
  have h' := h.mul i 0 (by omega)
  rw [show 0 + i * 1 = i by omega] at h'
  exact h'.symm
```

## (g) One layer too few

Let neither of $m,n$ divide the other, and put $g=\gcd(m,n)$. Find a two-species film with periods $m$ and $n$ but not $g$, of length
$$N=m+n-g-1.$$

**Solution.** Take $m<n=d+m$ and again use induction on $m+n$.

If $d\mid m$, then $g=d<m$ and $N=2m-1$. Put a single impurity in the middle layer, $m-1$. Shifts by $m$ or $n$ never connect it to another layer of the film, so both periods hold. Layer $m-1-d$ differs from it, so period $g$ fails.

If $d\nmid m$, then $g<d$. Put $L=N-m=m+d-g-1\ge m$. By induction some film of $L$ layers has periods $m$ and $d$ but not $g$. Continue it by $w_i=w_{i-m}$ for $L\le i<N$. Period $m$ holds by construction. If $i+n<N$, then $i+d<L$ and $w_{i+n}=w_{i+d}=w_i$. Period $g$ already fails in the first $L$ layers.

The smallest case, $m=2$ and $n=3$, is ABA; continuing it with period 3 gives ABAABA for periods 3 and 5. Lean uses `Bool` for the two species.

```lean
/-- The length bound is sharp: if neither of `m`, `n` divides the other, some binary stacking
of `m + n - gcd m n - 1` layers has periods `m` and `n` but not `gcd m n`. -/
theorem bound_sharp {m n N : ℕ} (hmn : ¬ m ∣ n) (hnm : ¬ n ∣ m)
    (hN : N + Nat.gcd m n + 1 = m + n) :
    ∃ w : ℕ → Bool, HasPeriod w N m ∧ HasPeriod w N n ∧ ¬ HasPeriod w N (Nat.gcd m n) := by
  have key : ∀ k m n N : ℕ, m + n ≤ k → ¬ m ∣ n → ¬ n ∣ m → N + Nat.gcd m n + 1 = m + n →
      ∃ w : ℕ → Bool, HasPeriod w N m ∧ HasPeriod w N n ∧
        ¬ HasPeriod w N (Nat.gcd m n) := by
    intro k
    induction k with
    | zero =>
      intro m n N hk h1 _ _
      have h0 : n = 0 := by omega
      subst h0
      exact absurd (dvd_zero m) h1
    | succ k ih =>
      have half : ∀ m n N : ℕ, m + n ≤ k + 1 → m < n → ¬ m ∣ n → ¬ n ∣ m →
          N + Nat.gcd m n + 1 = m + n → ∃ w : ℕ → Bool, HasPeriod w N m ∧
            HasPeriod w N n ∧ ¬ HasPeriod w N (Nat.gcd m n) := by
        intro m n N hk hlt h1 h2 hN
        have h0 : 0 < m := Nat.pos_of_ne_zero (fun h => h2 (by rw [h]; exact dvd_zero n))
        obtain ⟨d, rfl⟩ : ∃ d, n = d + m := ⟨n - m, by omega⟩
        have hg : Nat.gcd m (d + m) = Nat.gcd m d := by simp
        rw [hg] at hN ⊢
        have hmd : ¬ m ∣ d := fun h => h1 (dvd_add h (dvd_refl m))
        by_cases hd : d ∣ m
        · -- Base case: a single impurity in the middle layer.
          rw [Nat.gcd_eq_right hd] at hN ⊢
          have hle : d ≤ m := Nat.le_of_dvd h0 hd
          have hne : d ≠ m := fun h => hmd (by rw [h])
          refine ⟨fun i => decide (i + 1 = m), ?_, ?_, ?_⟩
          · intro i hi
            show decide (i + 1 = m) = decide (i + m + 1 = m)
            exact decide_eq_decide.mpr (by constructor <;> intro _ <;> omega)
          · intro i hi
            show decide (i + 1 = m) = decide (i + (d + m) + 1 = m)
            exact decide_eq_decide.mpr (by constructor <;> intro _ <;> omega)
          · intro h
            have h' : (m - 1 - d + 1 = m) ↔ (m - 1 - d + d + 1 = m) :=
              decide_eq_decide.mp (h (m - 1 - d) (by omega))
            have h3 := h'.mpr (by omega)
            omega
        · -- Euclid backwards: continue a shorter film with period `m`.
          have hle : Nat.gcd m d ≤ d := Nat.le_of_dvd (by omega) (Nat.gcd_dvd_right m d)
          have hne : Nat.gcd m d ≠ d := fun h => hd (by
            have h3 := Nat.gcd_dvd_left m d
            rwa [h] at h3)
          obtain ⟨L, rfl⟩ : ∃ L, N = L + m := ⟨N - m, by omega⟩
          obtain ⟨w, a, b, c⟩ := ih m d L (by omega) hmd hd (by omega)
          refine ⟨fun i => if i < L then w i else w (i - m), ?_, ?_, ?_⟩
          · intro i hi
            have hi' : i < L := by omega
            show (if i < L then w i else w (i - m)) =
              (if i + m < L then w (i + m) else w (i + m - m))
            rw [if_pos hi']
            split_ifs with h
            · exact a i h
            · rw [Nat.add_sub_cancel]
          · intro i hi
            have hi' : i < L := by omega
            have hi2 : ¬ i + (d + m) < L := by omega
            show (if i < L then w i else w (i - m)) =
              (if i + (d + m) < L then w (i + (d + m)) else w (i + (d + m) - m))
            rw [if_pos hi', if_neg hi2, show i + (d + m) - m = i + d by omega]
            exact b i (by omega)
          · intro h
            apply c
            intro i hi
            have hi' : i < L := by omega
            have e : (if i < L then w i else w (i - m)) =
                (if i + Nat.gcd m d < L then w (i + Nat.gcd m d)
                  else w (i + Nat.gcd m d - m)) := h i (by omega)
            rwa [if_pos hi', if_pos hi] at e
      intro m n N hk h1 h2 hN
      rcases lt_trichotomy m n with h | h | h
      · exact half m n N hk h h1 h2 hN
      · exact absurd (by rw [h]) h1
      · obtain ⟨w, a, b, c⟩ :=
          half n m N (by omega) h h2 h1 (by rw [Nat.gcd_comm]; omega)
        exact ⟨w, b, a, by rwa [Nat.gcd_comm]⟩
  exact key (m + n) m n N le_rfl hmn hnm hN

end LayeredPeriods
```

```lean
#print axioms LayeredPeriods.hasPeriod_and_iff_gcd
-- 'LayeredPeriods.hasPeriod_and_iff_gcd' depends on axioms: [propext, Quot.sound]
#print axioms LayeredPeriods.uniform_of_coprime
-- 'LayeredPeriods.uniform_of_coprime' depends on axioms: [propext, Quot.sound]
#print axioms LayeredPeriods.bound_sharp
-- 'LayeredPeriods.bound_sharp' depends on axioms: [propext, Classical.choice, Quot.sound]
```
